# The Ham reduction factor exp(−3E/2) for an orbital triplet with three Jahn–Teller wells 120° apart

An orbital triplet coupled linearly to a doubly degenerate vibration can have three displaced potential wells, one for each electronic state, so a purely electronic operator that connects two of these states must also connect vibrations centred at different places. If the wells lie at equal distances from the undistorted configuration, in directions 120° apart, its matrix elements between the zero-point states of different wells are multiplied by exp(−3E/2), where E is the Jahn–Teller energy in vibrational quanta.

In Lean 4 with Mathlib:

```lean
import Mathlib

open MeasureTheory Matrix

namespace HamReduction

noncomputable section

/-- The plane of the two coordinates of a doubly degenerate vibration, in oscillator units. -/
abbrev Plane := EuclideanSpace ℝ (Fin 2)

/-- The zero-point Gaussian of the two-dimensional oscillator. -/
def zeroPoint (q : Plane) : ℝ := Real.exp (-‖q‖ ^ 2 / 2) / Real.sqrt Real.pi

/-- The overlap integral of two zero-point Gaussians centred at `a` and `b`. -/
def overlap (a b : Plane) : ℝ := ∫ q : Plane, zeroPoint (q - a) * zeroPoint (q - b)

/-- The Jahn-Teller energy, in vibrational quanta, for a well displaced by `d`. -/
def jtEnergy (d : ℝ) : ℝ := d ^ 2 / 2

/-- The potential of an electronic state coupled linearly, with strength `d`, to the
vibration along the direction `n`. -/
def wellPotential (d : ℝ) (n q : Plane) : ℝ := ‖q‖ ^ 2 / 2 - d * inner ℝ n q

/-- Three unit vectors in the plane with mutual scalar products `-1/2`. -/
def IsTrigonal (n : Fin 3 → Plane) : Prop :=
  (∀ i, ‖n i‖ = 1) ∧ ∀ i j, i ≠ j → inner ℝ (n i) (n j) = -1 / 2

/-- The vibronic state `i`: electronic basis state `i` times the zero-point Gaussian
centred at `d • n i`. -/
def vibronic (d : ℝ) (n : Fin 3 → Plane) (i : Fin 3) (q : Plane) : Fin 3 → ℂ :=
  Pi.single i (zeroPoint (q - d • n i) : ℂ)

/-- The matrix element of an electronic operator `O` between vibronic states `i` and `j`. -/
def vibronicElement (O : Matrix (Fin 3) (Fin 3) ℂ) (d : ℝ) (n : Fin 3 → Plane)
    (i j : Fin 3) : ℂ :=
  ∫ q : Plane, star (vibronic d n i q) ⬝ᵥ (O *ᵥ vibronic d n j q)

/-- The linearly coupled potential is a displaced harmonic well lowered by the
Jahn-Teller energy. -/
theorem wellPotential_eq (d : ℝ) (n q : Plane) (hn : ‖n‖ = 1) :
    wellPotential d n q = ‖q - d • n‖ ^ 2 / 2 - jtEnergy d := by
  have h : ‖q - d • n‖ ^ 2 = ‖q‖ ^ 2 - 2 * (d * inner ℝ n q) + d ^ 2 := by
    rw [norm_sub_sq_real, inner_smul_right, real_inner_comm, norm_smul, hn, mul_one,
      Real.norm_eq_abs, sq_abs]
  unfold wellPotential jtEnergy
  rw [h]
  ring

/-- The potential is bounded below by minus the Jahn-Teller energy, and reaches this value
only at `d • n`. -/
theorem wellPotential_min (d : ℝ) (n q : Plane) (hn : ‖n‖ = 1) :
    -jtEnergy d ≤ wellPotential d n q ∧
      (wellPotential d n q = -jtEnergy d ↔ q = d • n) := by
  rw [wellPotential_eq d n q hn]
  refine ⟨by linarith [sq_nonneg ‖q - d • n‖], fun h => ?_, fun h => ?_⟩
  · have h0 : ‖q - d • n‖ ^ 2 = 0 := by linarith
    exact sub_eq_zero.mp (norm_eq_zero.mp (pow_eq_zero_iff two_ne_zero |>.mp h0))
  · rw [h, sub_self, norm_zero]
    ring

/-- The product of two displaced zero-point Gaussians is a constant times a Gaussian
centred at the midpoint. -/
theorem zeroPoint_mul (a b q : Plane) :
    zeroPoint (q - a) * zeroPoint (q - b) =
      Real.exp (-‖a - b‖ ^ 2 / 4) *
        (Real.exp (-‖q - (1 / 2 : ℝ) • (a + b)‖ ^ 2) / Real.pi) := by
  -- the parallelogram law about the midpoint
  have h : ‖q - a‖ ^ 2 + ‖q - b‖ ^ 2 =
      2 * ‖q - (1 / 2 : ℝ) • (a + b)‖ ^ 2 + ‖a - b‖ ^ 2 / 2 := by
    simp only [EuclideanSpace.norm_sq_eq, Fin.sum_univ_two, Real.norm_eq_abs, sq_abs,
      PiLp.sub_apply, PiLp.smul_apply, PiLp.add_apply, smul_eq_mul]
    ring
  have he : -‖q - a‖ ^ 2 / 2 + -‖q - b‖ ^ 2 / 2 =
      -‖a - b‖ ^ 2 / 4 + -‖q - (1 / 2 : ℝ) • (a + b)‖ ^ 2 := by
    linarith
  unfold zeroPoint
  rw [div_mul_div_comm, ← Real.exp_add, Real.mul_self_sqrt Real.pi_pos.le, he,
    Real.exp_add, mul_div_assoc]

/-- The overlap of two zero-point Gaussians falls off as a Gaussian in the distance
between their centres. -/
theorem overlap_eq (a b : Plane) : overlap a b = Real.exp (-‖a - b‖ ^ 2 / 4) := by
  have g : ∫ q : Plane, Real.exp (-‖q‖ ^ 2) = Real.pi := by
    have h := GaussianFourier.integral_rexp_neg_mul_sq_norm (V := Plane) (b := 1)
      (by norm_num)
    simpa using h
  unfold overlap
  simp_rw [zeroPoint_mul]
  -- translation invariance moves the midpoint to the origin
  rw [integral_const_mul, integral_div,
    integral_sub_right_eq_self (fun q : Plane => Real.exp (-‖q‖ ^ 2)), g,
    div_self Real.pi_ne_zero, mul_one]

/-- The overlap between two wells at equal distance from the origin, for any angle between
their directions, in terms of the Jahn-Teller energy. -/
theorem overlap_wells (d : ℝ) (n₁ n₂ : Plane) (h₁ : ‖n₁‖ = 1) (h₂ : ‖n₂‖ = 1) :
    overlap (d • n₁) (d • n₂) = Real.exp (-jtEnergy d * (1 - inner ℝ n₁ n₂)) := by
  have h : ‖d • n₁ - d • n₂‖ ^ 2 = d ^ 2 * (2 - 2 * inner ℝ n₁ n₂) := by
    rw [← smul_sub, norm_smul, mul_pow, norm_sub_sq_real, h₁, h₂, Real.norm_eq_abs, sq_abs]
    ring
  rw [overlap_eq, h]
  congr 1
  unfold jtEnergy
  ring

/-- The Ham reduction factor: the overlap integral between two wells whose unit directions
have scalar product `-1/2` is `exp (-3E/2)`, with `E` the Jahn-Teller energy. -/
theorem ham_factor (d : ℝ) (n₁ n₂ : Plane) (h₁ : ‖n₁‖ = 1) (h₂ : ‖n₂‖ = 1)
    (h : inner ℝ n₁ n₂ = -1 / 2) :
    ∫ q : Plane, zeroPoint (q - d • n₁) * zeroPoint (q - d • n₂) =
      Real.exp (-3 * jtEnergy d / 2) := by
  change overlap (d • n₁) (d • n₂) = _
  rw [overlap_wells d n₁ n₂ h₁ h₂, h]
  congr 1
  ring

/-- A vibronic matrix element is the electronic matrix element times the vibrational
overlap. -/
theorem vibronicElement_eq (O : Matrix (Fin 3) (Fin 3) ℂ) (d : ℝ) (n : Fin 3 → Plane)
    (i j : Fin 3) :
    vibronicElement O d n i j = (overlap (d • n i) (d • n j) : ℂ) * O i j := by
  have h : ∀ q : Plane, star (vibronic d n i q) ⬝ᵥ (O *ᵥ vibronic d n j q) =
      ((zeroPoint (q - d • n i) * zeroPoint (q - d • n j) : ℝ) : ℂ) * O i j := by
    intro q
    simp only [vibronic, dotProduct, Matrix.mulVec, Pi.star_apply, Pi.single_apply,
      apply_ite star, star_zero, ite_mul, mul_ite, zero_mul, mul_zero,
      Finset.sum_ite_eq', Finset.mem_univ, if_true, Complex.star_def,
      Complex.conj_ofReal, Complex.ofReal_mul]
    ring
  unfold vibronicElement overlap
  simp_rw [h]
  rw [integral_mul_const, integral_complex_ofReal]

/-- Between the vibronic states of three wells displaced by the same `d` along unit directions with
mutual scalar products `-1/2`, every electronic operator keeps its diagonal elements, and its
off-diagonal elements are multiplied by `exp (-3E/2)`. -/
theorem ham_reduction (O : Matrix (Fin 3) (Fin 3) ℂ) (d : ℝ) (n : Fin 3 → Plane)
    (hn : IsTrigonal n) (i j : Fin 3) :
    vibronicElement O d n i j =
      if i = j then O i j else (Real.exp (-3 * jtEnergy d / 2) : ℂ) * O i j := by
  rw [vibronicElement_eq]
  split_ifs with hij
  · subst hij
    simp [overlap_eq]
  · have h := ham_factor d (n i) (n j) (hn.1 i) (hn.1 j) (hn.2 i j hij)
    change overlap (d • n i) (d • n j) = _ at h
    rw [h]

/-- Three explicit directions in the plane, at angles of 0, 120 and 240 degrees. -/
def wellDirection : Fin 3 → Plane :=
  ![!₂[1, 0], !₂[-1 / 2, Real.sqrt 3 / 2], !₂[-1 / 2, -Real.sqrt 3 / 2]]

/-- The three explicit directions are trigonal. -/
theorem isTrigonal_witness : IsTrigonal wellDirection := by
  have h3 : Real.sqrt 3 * Real.sqrt 3 = 3 := Real.mul_self_sqrt (by norm_num)
  constructor
  · intro i
    have h : ‖wellDirection i‖ ^ 2 = 1 := by
      simp only [EuclideanSpace.norm_sq_eq, Fin.sum_univ_two, Real.norm_eq_abs, sq_abs]
      fin_cases i <;> simp [wellDirection] <;> nlinarith
    exact (pow_eq_one_iff_of_nonneg (norm_nonneg _) two_ne_zero).mp h
  · intro i j hij
    rw [PiLp.inner_apply, Fin.sum_univ_two]
    fin_cases i <;> fin_cases j <;> simp [wellDirection] at hij ⊢ <;> nlinarith

end

end HamReduction
```

```lean
#print axioms HamReduction.wellPotential_min
-- 'HamReduction.wellPotential_min' depends on axioms: [propext, Classical.choice, Quot.sound]
#print axioms HamReduction.ham_factor
-- 'HamReduction.ham_factor' depends on axioms: [propext, Classical.choice, Quot.sound]
#print axioms HamReduction.ham_reduction
-- 'HamReduction.ham_reduction' depends on axioms: [propext, Classical.choice, Quot.sound]
```

## What is kept and what is reduced

Let q be the pair of vibrational coordinates, d a real coupling strength, and n₁, n₂ two unit vectors in the plane of q. With

φ(q) = exp(−‖q‖²/2)/√π,  E = d²/2,

and with d²q written for the area element of the plane (not the square of the coupling strength), the theorem `ham_factor` says that n₁·n₂ = −1/2 implies

∫ φ(q − d n₁) φ(q − d n₂) d²q = exp(−3E/2).

The theorem `ham_reduction` carries this over to electronic operators. For three unit vectors with mutual scalar products −1/2 and any complex 3×3 matrix O, the vibronic matrix element between states i and j is O_ij if i = j, and exp(−3E/2) O_ij otherwise. O need not be Hermitian, and at d = 0 the factor is 1.

## The triplet and its three wells

The type `Plane` is the Euclidean plane of the two coordinates in oscillator units: energies are in quanta ħω, lengths in √(ħ/(μω)), where ω is the angular frequency of the vibration and μ its effective mass. The function `zeroPoint` is φ, normalised so that its square integrates to 1, and `jtEnergy d` is E.

Electronic state i feels the potential `wellPotential`,

V_i(q) = ‖q‖²/2 − d n_i·q.

The coupling is thus diagonal in the chosen electronic basis, as in the linear T⊗e model. The condition `IsTrigonal` places the three directions n_i at 120° to each other, which expresses the equivalence of the three cubic axes. The name refers only to this arrangement in the plane of q: for d ≠ 0 each well is a tetragonal distortion of the cubic complex, along one of its axes.

The state `vibronic d n i` is a three-component function of q. Only its component i is nonzero, and that component is the Gaussian centred at d n_i. In `vibronicElement`, the matrix O acts on the electronic components and does not depend on q; the integral then runs over the vibration.

The file contains no kinetic energy and solves no Schrödinger equation. The choice of states is justified by the usual argument that a displaced harmonic well has a displaced oscillator ground state. Quadratic coupling, further modes, mixing between the wells and second-order contributions from excited vibronic levels are left out.

Within this single-mode linear model, the result tells how an electronic matrix element calculated at fixed nuclei enters a first-order description of the vibronic ground triplet. Orbital angular momentum, and with it first-order spin–orbit coupling, is reduced when it is purely off-diagonal in this basis, while a strain that is diagonal in it keeps its full effect.

## From the displaced wells to the overlap

For a unit vector n, expanding the square gives

‖q − d n‖² = ‖q‖² − 2d n·q + d²,

and therefore

‖q‖²/2 − d n·q = ‖q − d n‖²/2 − E.

This is `wellPotential_eq`. The square is nonnegative and vanishes only at q = d n, so the well has depth E and its unique minimum is there. That is `wellPotential_min`.

For the overlap, take two arbitrary centres a and b, with midpoint m = (a + b)/2. Write u = q − m and s = (a − b)/2. Then q − a = u − s and q − b = u + s, and the cross terms cancel in the sum:

‖q − a‖² + ‖q − b‖² = 2‖u‖² + 2‖s‖² = 2‖q − m‖² + ‖a − b‖²/2.

Halving this, changing the sign and exponentiating gives

φ(q − a) φ(q − b) = exp(−‖a − b‖²/4) · exp(−‖q − m‖²)/π.

In `zeroPoint_mul` the identity for the squares is checked in the two coordinates by `ring`, after which the exponentials are combined.

The first factor does not depend on q. In the second, a translation moves m to the origin, and the remaining planar integral is a product of two one-dimensional Gaussian integrals:

∫ exp(−‖q‖²) d²q = √π · √π = π.

Hence the overlap is exp(−‖a − b‖²/4), as `overlap_eq` states. Its proof takes the Gaussian integral from Mathlib and uses `integral_sub_right_eq_self` for the translation.

Now put a = d n₁ and b = d n₂. Since both directions are unit vectors,

‖a − b‖²/4 = d²(2 − 2 n₁·n₂)/4 = E(1 − n₁·n₂).

This gives `overlap_wells`, valid for any angle between the directions. Setting n₁·n₂ = −1/2 turns the exponent into −3E/2 and proves `ham_factor`.

For the electronic part, write φ_i(q) = φ(q − d n_i). Each vibronic state has one nonzero component, so the double sum over electronic indices k and l has a single surviving term:

∑_k ∑_l δ_ki φ_i(q) O_kl δ_lj φ_j(q) = φ_i(q) φ_j(q) O_ij.

The Gaussians are real, so complex conjugation leaves them unchanged. In `vibronicElement_eq`, `simp` collapses the sums and the constant O_ij is taken out of the integral. The proof of `ham_reduction` then separates two cases: for i = j the centres coincide and the overlap is 1; for i ≠ j, `ham_factor` applies.

Finally, `isTrigonal_witness` verifies the lengths and scalar products of three explicit directions at 0°, 120° and 240°, using √3 · √3 = 3, so the geometric condition can be met.

## Angular momentum at d = 1

For d = 1 the Jahn–Teller energy is half a quantum. Two of the wells lie at (1, 0) and (−1/2, √3/2), with squared distance

(3/2)² + (√3/2)² = 9/4 + 3/4 = 3.

The overlap is exp(−3/4) ≈ 0.472, in agreement with exp(−3E/2) at E = 1/2. In a p-like triplet with basis x, y, z, the operator L_z has only the off-diagonal elements ∓i between x and y, in units of ħ, where i is now the imaginary unit. Its eigenvalues 0, ±1 therefore become 0, ±0.472 in the vibronic triplet.
